# The energies of two distinct levels coupled by a linear perturbation are not rational functions of its strength

A perturbation series for a ground-state energy can diverge because a second state comes close to the first at some strength of the perturbation smaller in magnitude than the physical one, even if the two are well separated at the physical strength. That smaller strength may be negative or complex. The second state is then called an intruder. One remedy is to resum the series: its coefficients are used to build a ratio of two polynomials, a Padé approximant, and this ratio is evaluated where the truncated series is useless. The smallest model with an intruder has two states, and it lets us ask whether an approximant of high enough degree could give the energy exactly.

Let the unperturbed energies be e₁ and e₂, and let a real symmetric perturbation V have diagonal elements v₁, v₂ and off-diagonal element w. At real strength z the Hamiltonian is

H(z) = diag(e₁, e₂) + z V.

If e₁ ≠ e₂ and w ≠ 0, no ratio p/q of real polynomials solves the eigenvalue equation identically in z. If e₁ = e₂ or w = 0, some ratio does.

## The squared gap is not a perfect square

The trace and determinant of H(z) are

T(z) = e₁ + e₂ + (v₁ + v₂) z

D(z) = (e₁ + v₁ z)(e₂ + v₂ z) − w² z²

and the levels E are the roots of

E² − T(z) E + D(z) = 0.

The discriminant of this equation is the square of the gap between the levels:

T² − 4D = ((v₁ − v₂)² + 4w²) z² + 2(e₁ − e₂)(v₁ − v₂) z + (e₁ − e₂)².

Suppose that it equals s² for a real polynomial s, with e₁ ≠ e₂ and w ≠ 0. The coefficient of z² is positive, so s has degree one and can be written s = a z + b. Comparing coefficients gives

a² = (v₁ − v₂)² + 4w²

ab = (e₁ − e₂)(v₁ − v₂)

b² = (e₁ − e₂)².

Since a²b² = (ab)², it follows that

4w²(e₁ − e₂)² = 0,

which contradicts the assumptions.

Now suppose that E = p/q solves the eigenvalue equation, with q not the zero polynomial. Clearing denominators gives

p² − T p q + D q² = 0.

Multiplying by 4 and completing the square gives

(2p − T q)² = (T² − 4D) q².

Thus q² divides the square of 2p − T q. Polynomials over the reals factor uniquely, so q divides 2p − T q itself. Write 2p − T q = q s and cancel q². What remains is s² = T² − 4D, which was just excluded.

In the two exceptional cases a level is linear in z. If w = 0, take E = e₁ + v₁ z. If e₁ = e₂, take E = e₁ + μ z, where μ is an eigenvalue of V:

μ² − (v₁ + v₂) μ + v₁v₂ − w² = 0.

This has a real root because its discriminant, (v₁ − v₂)² + 4w², is not negative.

The argument also limits how often an approximant can be right. Where q(z) ≠ 0 and p(z)/q(z) is a level, z is a root of

F = p² − T p q + D q².

For e₁ ≠ e₂ and w ≠ 0 this polynomial is not zero. Its three terms have degrees at most 2 deg p, 1 + deg p + deg q and 2 + 2 deg q, so F has at most 2 max(deg p, deg q + 1) real roots. An open interval contains infinitely many points, so p/q cannot follow the levels along one.

## A [2/2] approximant in numbers

Take e₁ = 0, e₂ = 1, v₁ = v₂ = 0 and w = 1. The lower level and its series are

E(z) = (1 − √(1 + 4z²))/2 = −z² + z⁴ − 2z⁶ + 5z⁸ − …

At z = 1 the partial sums run −1, 0, −2, 3 and diverge. The cause is that the two levels meet at the imaginary strengths z = ±i/2, which makes the series diverge wherever |z| > 1/2. A resummation code takes the coefficients through z⁴, writes q = 1 + q₁ z + q₂ z², and requires the z³ and z⁴ terms of qE to vanish. These are two linear equations with solution q₁ = 0, q₂ = 1. The remaining low-order terms of qE give p = −z², so the approximant is

p/q = −z²/(1 + z²).

At z = 1 it gives −0.5, while the exact level is about −0.618. This is a great improvement on the series, but it is not exact. Here F = −z⁶, so the approximant meets a level only at z = 0.

In a test program for this model, F(z)/q(z)² is a convenient residual: it equals the product of the approximant's deviations from the two levels. At z = 1 it is −0.25.

A quadratic approximant, which fits the polynomial coefficients of a quadratic equation for E, can represent this model exactly, because E² − T E + D = 0 is such an equation. The code must then take a square root and choose its sign; for the lower level of this example the sign is minus at every real z.

## The Hamiltonian and its secular polynomial in Lean

The development works with real numbers and real polynomials.

```lean
import Mathlib

open Polynomial Matrix

namespace TwoStatePade

noncomputable section
```

The function `hamiltonian` is H(z), with the strength z as its last argument. The single number `w` fills both off-diagonal places, which makes V symmetric.

```lean
/-- The two-state Hamiltonian `diag(e₁, e₂) + z V` at real coupling strength `z`, where the
symmetric perturbation `V` has diagonal `v₁, v₂` and off-diagonal element `w`. -/
def hamiltonian (e₁ e₂ v₁ v₂ w z : ℝ) : Matrix (Fin 2) (Fin 2) ℝ :=
  !![e₁, 0; 0, e₂] + z • !![v₁, w; w, v₂]
```

A level is defined by the eigenvalue equation itself: `IsLevel H E` says that some nonzero vector `x` satisfies H x = E x. The vector need not be normalised, since any nonzero multiple serves equally well.

```lean
/-- `E` is an energy level of `H`: some nonzero state satisfies `H x = E x`. -/
def IsLevel (H : Matrix (Fin 2) (Fin 2) ℝ) (E : ℝ) : Prop :=
  ∃ x : Fin 2 → ℝ, x ≠ 0 ∧ H *ᵥ x = E • x
```

The trace and determinant are elements of `ℝ[X]`, the polynomials with real coefficients. The indeterminate `X` plays the part of z, and `C` turns a real number into a constant polynomial.

```lean
/-- The trace of the two-state Hamiltonian as a polynomial in the coupling strength. -/
def tracePoly (e₁ e₂ v₁ v₂ : ℝ) : ℝ[X] :=
  C (e₁ + e₂) + C (v₁ + v₂) * X

/-- The determinant of the two-state Hamiltonian as a polynomial in the coupling strength. -/
def detPoly (e₁ e₂ v₁ v₂ w : ℝ) : ℝ[X] :=
  (C e₁ + C v₁ * X) * (C e₂ + C v₂ * X) - C (w ^ 2) * X ^ 2
```

The next theorem ties these polynomials to the matrix: evaluated at any real z, they give its trace and determinant.

```lean
variable (e₁ e₂ v₁ v₂ w : ℝ)

/-- At every coupling strength the two polynomials take the values of the trace and the
determinant of the Hamiltonian. -/
theorem eval_trace_det (z : ℝ) :
    (tracePoly e₁ e₂ v₁ v₂).eval z = (hamiltonian e₁ e₂ v₁ v₂ w z).trace ∧
    (detPoly e₁ e₂ v₁ v₂ w).eval z = (hamiltonian e₁ e₂ v₁ v₂ w z).det := by
  constructor
  · simp [tracePoly, hamiltonian, Matrix.trace_fin_two]
    ring
  · simp [detPoly, hamiltonian, Matrix.det_fin_two]
    ring
```

The theorem `isLevel_iff` derives the secular equation from the definition of a level. The step `key` rewrites H x = E x as (H − E) x = 0, and `hdet` expands the determinant of H − E. A nonzero solution x exists exactly when that determinant vanishes.

```lean
/-- The energy levels are the real solutions of the secular equation, a quadratic whose
coefficients are polynomials in the coupling strength. -/
theorem isLevel_iff (z E : ℝ) :
    IsLevel (hamiltonian e₁ e₂ v₁ v₂ w z) E ↔
      E ^ 2 - (tracePoly e₁ e₂ v₁ v₂).eval z * E + (detPoly e₁ e₂ v₁ v₂ w).eval z = 0 := by
  have key : ∀ x : Fin 2 → ℝ, hamiltonian e₁ e₂ v₁ v₂ w z *ᵥ x = E • x ↔
      (hamiltonian e₁ e₂ v₁ v₂ w z - E • (1 : Matrix (Fin 2) (Fin 2) ℝ)) *ᵥ x = 0 := by
    intro x
    rw [Matrix.sub_mulVec, Matrix.smul_mulVec, Matrix.one_mulVec, sub_eq_zero]
  have hdet : (hamiltonian e₁ e₂ v₁ v₂ w z - E • (1 : Matrix (Fin 2) (Fin 2) ℝ)).det =
      E ^ 2 - (tracePoly e₁ e₂ v₁ v₂).eval z * E + (detPoly e₁ e₂ v₁ v₂ w).eval z := by
    simp [hamiltonian, tracePoly, detPoly, Matrix.det_fin_two]
    ring
  unfold IsLevel
  simp only [key]
  rw [Matrix.exists_mulVec_eq_zero_iff, hdet]
```

The squared gap is then written out as an identity between polynomials.

```lean
/-- The discriminant of the secular equation, written out in powers of the coupling strength. -/
theorem discriminant_eq :
    tracePoly e₁ e₂ v₁ v₂ ^ 2 - 4 * detPoly e₁ e₂ v₁ v₂ w =
      C ((v₁ - v₂) ^ 2 + 4 * w ^ 2) * X ^ 2 + C (2 * (e₁ - e₂) * (v₁ - v₂)) * X
        + C ((e₁ - e₂) ^ 2) := by
  simp only [tracePoly, detPoly, map_add, map_sub, map_mul, map_pow, map_ofNat]
  ring
```

## The obstruction to a rational level

The theorem `discriminant_not_square` is the comparison of coefficients made above. The degree count forces `s` to be linear, with slope `a` and constant term `b`. Lean obtains the three coefficient equations `hb`, `hab` and `ha` by evaluating both sides at z = 0, 1 and −1. The step `hzero` combines them into 4w²(e₁ − e₂)² = 0, and the final line contradicts this by positivity.

```lean
variable {e₁ e₂ w}

/-- For distinct unperturbed energies and nonzero coupling `w`, the discriminant of the secular
equation is not the square of a real polynomial. -/
theorem discriminant_not_square (he : e₁ ≠ e₂) (hw : w ≠ 0) (s : ℝ[X]) :
    s ^ 2 ≠ tracePoly e₁ e₂ v₁ v₂ ^ 2 - 4 * detPoly e₁ e₂ v₁ v₂ w := by
  intro hs
  rw [discriminant_eq] at hs
  -- a square root of a quadratic polynomial has degree one
  have hlead : (v₁ - v₂) ^ 2 + 4 * w ^ 2 ≠ 0 := by positivity
  have hdeg := congrArg natDegree hs
  rw [natDegree_pow, natDegree_quadratic hlead] at hdeg
  obtain ⟨a, b, rfl⟩ := exists_eq_X_add_C_of_natDegree_le_one (p := s) (by omega)
  -- three values of the coupling fix the three coefficients
  have h0 := congrArg (eval 0) hs
  have h1 := congrArg (eval 1) hs
  have h2 := congrArg (eval (-1)) hs
  simp only [eval_add, eval_mul, eval_pow, eval_C, eval_X] at h0 h1 h2
  have hb : b ^ 2 = (e₁ - e₂) ^ 2 := by linear_combination h0
  have hab : a * b = (e₁ - e₂) * (v₁ - v₂) := by linear_combination (h1 - h2) / 4
  have ha : a ^ 2 = (v₁ - v₂) ^ 2 + 4 * w ^ 2 := by
    linear_combination (h1 + h2) / 2 - h0
  have hzero : 4 * w ^ 2 * (e₁ - e₂) ^ 2 = 0 := by
    linear_combination (-(e₁ - e₂) ^ 2) * ha - a ^ 2 * hb
      + (a * b + (e₁ - e₂) * (v₁ - v₂)) * hab
  have hne : e₁ - e₂ ≠ 0 := sub_ne_zero.mpr he
  exact (by positivity : 4 * w ^ 2 * (e₁ - e₂) ^ 2 ≠ 0) hzero
```

The central theorem, `rational_solution_iff`, is an equivalence. Its left side says that there are real polynomials `p` and `q`, with `q` not the zero polynomial, for which p² − T p q + D q² is the zero polynomial. Its right side is e₁ = e₂ or w = 0. The polynomials need not be coprime and q(0) need not be 1, so every real Padé approximant is included, whatever its degrees or normalisation.

In the forward direction, `hsq` completes the square and `hdvd` passes from divisibility of squares to divisibility of the polynomials. Cancelling q² leaves a polynomial square root of the discriminant, which the preceding theorem forbids. The reverse direction supplies the linear levels with denominator 1. For equal energies, μ is given by the quadratic formula.

```lean
/-- The secular equation has a solution `p / q` that is a rational function of the coupling
strength exactly when the unperturbed energies coincide or the coupling `w` vanishes. -/
theorem rational_solution_iff :
    (∃ p q : ℝ[X], q ≠ 0 ∧
      p ^ 2 - tracePoly e₁ e₂ v₁ v₂ * p * q + detPoly e₁ e₂ v₁ v₂ w * q ^ 2 = 0) ↔
      e₁ = e₂ ∨ w = 0 := by
  constructor
  · rintro ⟨p, q, hq, h⟩
    by_contra hcon
    rw [not_or] at hcon
    -- complete the square, then divide by the denominator
    have hsq : (2 * p - tracePoly e₁ e₂ v₁ v₂ * q) ^ 2 =
        q ^ 2 * (tracePoly e₁ e₂ v₁ v₂ ^ 2 - 4 * detPoly e₁ e₂ v₁ v₂ w) := by
      linear_combination 4 * h
    have hdvd : q ∣ 2 * p - tracePoly e₁ e₂ v₁ v₂ * q :=
      (IsIntegrallyClosed.pow_dvd_pow_iff two_ne_zero).mp ⟨_, hsq⟩
    obtain ⟨s, hs⟩ := hdvd
    rw [hs, mul_pow] at hsq
    exact discriminant_not_square v₁ v₂ hcon.1 hcon.2 s
      (mul_left_cancel₀ (pow_ne_zero 2 hq) hsq)
  · rintro (rfl | rfl)
    · -- degenerate energies: the slope of a level is an eigenvalue of the perturbation
      obtain ⟨μ, hμ⟩ : ∃ μ : ℝ, μ ^ 2 - (v₁ + v₂) * μ + (v₁ * v₂ - w ^ 2) = 0 := by
        have hr := Real.sq_sqrt (by positivity : 0 ≤ (v₁ - v₂) ^ 2 + 4 * w ^ 2)
        refine ⟨(v₁ + v₂ + √((v₁ - v₂) ^ 2 + 4 * w ^ 2)) / 2, ?_⟩
        linear_combination hr / 4
      have hC := congrArg (C : ℝ → ℝ[X]) hμ
      simp only [map_add, map_sub, map_mul, map_pow, map_zero] at hC
      refine ⟨C e₁ + C μ * X, 1, one_ne_zero, ?_⟩
      simp only [tracePoly, detPoly, map_add, map_pow]
      linear_combination X ^ 2 * hC
    · refine ⟨C e₁ + C v₁ * X, 1, one_ne_zero, ?_⟩
      simp only [tracePoly, detPoly, map_add, map_pow, map_zero]
      ring
```

## How often an approximant can be exact

The theorem `approximant_hits_le` moves from polynomial identities to numerical values. It considers the real strengths at which q(z) ≠ 0 and p(z)/q(z) is a level. Either level counts, so an approximant that switched from one to the other would gain nothing. The theorem states that this set is finite and bounds its size. Finiteness is stated separately because `ncard` assigns the value 0 to an infinite set, so the bound alone would say too little.

The step `hF` uses the central theorem to show that F is not zero, and `hsub` places every meeting point among its roots. The bounds `h1`, `h2` and `h3` control the degrees of the three terms. The case of a zero denominator is handled first, since the set is then empty.

```lean
/-- For distinct unperturbed energies and nonzero coupling `w`, a rational approximant `p / q` meets
the exact levels, away from the zeros of `q`, at no more than `2 max(deg p, deg q + 1)` real
coupling strengths. -/
theorem approximant_hits_le (he : e₁ ≠ e₂) (hw : w ≠ 0) (p q : ℝ[X]) :
    {z : ℝ | q.eval z ≠ 0 ∧
      IsLevel (hamiltonian e₁ e₂ v₁ v₂ w z) (p.eval z / q.eval z)}.Finite ∧
    {z : ℝ | q.eval z ≠ 0 ∧
      IsLevel (hamiltonian e₁ e₂ v₁ v₂ w z) (p.eval z / q.eval z)}.ncard ≤
        2 * max p.natDegree (q.natDegree + 1) := by
  by_cases hq : q = 0
  · simp [hq]
  set T := tracePoly e₁ e₂ v₁ v₂ with hT
  set D := detPoly e₁ e₂ v₁ v₂ w with hD
  have hF : p ^ 2 - T * p * q + D * q ^ 2 ≠ 0 := fun h =>
    ((rational_solution_iff v₁ v₂).mp ⟨p, q, hq, h⟩).elim he hw
  -- every meeting point is a root of the secular polynomial
  have hsub : {z : ℝ | q.eval z ≠ 0 ∧
      IsLevel (hamiltonian e₁ e₂ v₁ v₂ w z) (p.eval z / q.eval z)} ⊆
      ((p ^ 2 - T * p * q + D * q ^ 2).roots.toFinset : Set ℝ) := by
    rintro z ⟨hz, hl⟩
    rw [isLevel_iff, ← hT, ← hD] at hl
    have hp := div_mul_cancel₀ (p.eval z) hz
    generalize p.eval z / q.eval z = E at hp hl
    rw [Finset.mem_coe, Multiset.mem_toFinset, mem_roots hF, IsRoot.def]
    simp only [eval_add, eval_sub, eval_mul, eval_pow]
    rw [← hp]
    linear_combination (q.eval z) ^ 2 * hl
  refine ⟨(Finset.finite_toSet _).subset hsub, ?_⟩
  -- count the roots by the degree
  have dT : T.natDegree ≤ 1 := by
    rw [hT, tracePoly]
    compute_degree
  have dD : D.natDegree ≤ 2 := by
    rw [hD, detPoly]
    compute_degree
  have h1 : (p ^ 2).natDegree ≤ 2 * max p.natDegree (q.natDegree + 1) := by
    rw [natDegree_pow]
    omega
  have h2 : (T * p * q).natDegree ≤ 2 * max p.natDegree (q.natDegree + 1) := by
    have a := natDegree_mul_le (p := T * p) (q := q)
    have b := natDegree_mul_le (p := T) (q := p)
    omega
  have h3 : (D * q ^ 2).natDegree ≤ 2 * max p.natDegree (q.natDegree + 1) := by
    have a := natDegree_mul_le (p := D) (q := q ^ 2)
    rw [natDegree_pow] at a
    omega
  have hcard := Set.ncard_le_ncard hsub (Finset.finite_toSet _)
  rw [Set.ncard_coe_finset] at hcard
  exact hcard.trans ((Multiset.toFinset_card_le _).trans ((card_roots' _).trans
    ((natDegree_add_le _ _).trans (max_le ((natDegree_sub_le _ _).trans (max_le h1 h2)) h3))))
```

The last theorem applies this finiteness to an interval. Wherever a < b, some strength strictly between them is either a zero of the denominator or a point where p/q differs from both levels. If there were no such point, the whole interval would lie in a finite set.

```lean
/-- For distinct unperturbed energies and nonzero coupling `w`, every open interval of coupling
strengths contains a point where `p / q` has a vanishing denominator or is not an exact level. -/
theorem approximant_fails_on_interval (he : e₁ ≠ e₂) (hw : w ≠ 0) (p q : ℝ[X])
    {a b : ℝ} (hab : a < b) :
    ∃ z ∈ Set.Ioo a b, ¬ (q.eval z ≠ 0 ∧
      IsLevel (hamiltonian e₁ e₂ v₁ v₂ w z) (p.eval z / q.eval z)) := by
  by_contra hcon
  refine Set.Ioo_infinite hab ((approximant_hits_le v₁ v₂ he hw p q).1.subset ?_)
  intro z hz
  by_contra hn
  exact hcon ⟨z, hz, hn⟩

end

end TwoStatePade
```

For electronic structure, the result means that Padé resummation of a perturbation series cannot be exact over a range of strengths when the problem reduces to two real, non-degenerate, coupled states with a Hamiltonian linear in z. The condition e₁ ≠ e₂ says that the reference and the intruder are separate before the perturbation acts, and w ≠ 0 says that the perturbation mixes them. The theorems do not treat larger matrices or approximants with complex coefficients. They also set no lower limit on the error at a given strength, so an approximant may still be very accurate there, or even exact at isolated points.

```lean
#print axioms TwoStatePade.eval_trace_det
#print axioms TwoStatePade.rational_solution_iff
#print axioms TwoStatePade.approximant_fails_on_interval
```

```
'TwoStatePade.eval_trace_det' depends on axioms: [propext, Classical.choice, Quot.sound]
'TwoStatePade.rational_solution_iff' depends on axioms: [propext, Classical.choice, Quot.sound]
'TwoStatePade.approximant_fails_on_interval' depends on axioms: [propext, Classical.choice, Quot.sound]
```
